# Hermitian static Coulomb enhancement cannot turn a response that absorbs from every nonzero field into gain

Before I run the Coulomb part of a laser gain calculation, I look at the bare interband response and drop every carrier density at which no electron-hole pair state is inverted. Only the remaining densities go on to the expensive step, where the bare response $X_0$ is replaced by $X_0(1-VX_0)^{-1}$ with a statically screened interaction $V$.

Now I doubt that filter. The enhancement factor is complex, so it changes phases as well as magnitudes, and near an excitonic resonance it is large. Why couldn't it rotate an absorbing response into an amplifying one at a density that I have thrown away?

## The enhanced response absorbs what the bare one absorbs from the local field

It can't, provided that $V$ is Hermitian and the bare response absorbs from every nonzero field. At the densities that you drop, the second condition holds if no pair state is exactly at transparency ($f^e_k+f^h_k=1$) and $X_0$ is diagonal in the pair states $k$, with entries $(1-f^e_k-f^h_k)/(\varepsilon_k-\hbar\omega-i\gamma)$. Here $f^e_k$ and $f^h_k$ are the electron and hole occupations, $\varepsilon_k$ is the pair energy, $\hbar\omega$ the photon energy and $\gamma>0$ the damping. If $f^e_k+f^h_k<1$ for all $k$, every entry has a positive imaginary part.

Let $E$ be the applied field, written as a vector over the pair states, and $p$ the polarisation. The pairs respond to a local field $F$:
$$p=X_0F,\qquad F=E+Vp.$$
Hence $(1-VX_0)F=E$. If $1-VX_0$ is invertible, put $A=(1-VX_0)^{-1}$; then $F=AE$ and $p=XE$ with $X=X_0A$.

By definition $(1-VX_0)A=1$. Its adjoint, with $V^\dagger=V$, is $A^\dagger(1-X_0^\dagger V)=1$. Insert one identity into each term of $X-X^\dagger$:
$$\begin{aligned}
X-X^\dagger&=X_0A-A^\dagger X_0^\dagger\\
&=A^\dagger(1-X_0^\dagger V)X_0A-A^\dagger X_0^\dagger(1-VX_0)A\\
&=A^\dagger(X_0-X_0^\dagger)A.
\end{aligned}$$
The two terms $A^\dagger X_0^\dagger VX_0A$ have cancelled.

Up to a positive factor, the absorption is $a_X(E)=\operatorname{Im}(E^\dagger XE)$. Since $E^\dagger X^\dagger E$ is the complex conjugate of $E^\dagger XE$, we have $E^\dagger(X-X^\dagger)E=2i\,a_X(E)$. Taking the identity above between $E^\dagger$ and $E$ gives
$$2i\,a_X(E)=(AE)^\dagger(X_0-X_0^\dagger)(AE)=2i\,a_{X_0}(AE),$$
so $a_X(E)=a_{X_0}(AE)$. The phases in $A$ change which local field the pairs see, but a bare response that absorbs from all nonzero fields also absorbs from that one. With a single pair state this reads $\operatorname{Im}X=\operatorname{Im}X_0/|1-VX_0|^2$.

Two points remain. First, $1-VX_0$ might be singular. Then there would be a nonzero $v$ with $v=VX_0v$, a local field that sustains itself without an applied one, and
$$v^\dagger X_0v=(VX_0v)^\dagger X_0v=(X_0v)^\dagger V(X_0v)=(X_0v)^\dagger v=\overline{v^\dagger X_0v}.$$
This number would be real, so $v$ would absorb nothing, contrary to the assumption on $X_0$. Second, $AE$ must be nonzero when $E$ is. It is, because $(1-VX_0)AE=E$.

## What happens once some states are inverted

If $V$ is Hermitian and $1-VX_0$ is invertible, some field is amplified with the interaction exactly when some field is amplified without it: a gain field $E$ of $X$ gives the gain field $AE$ of $X_0$, and a gain field $F$ of $X_0$ gives the gain field $(1-VX_0)F$ of $X$.

These need not be the same field, and your light field is a fixed vector. Take $X_0=\operatorname{diag}(i,-i)$, one absorbing and one amplifying channel, and let $V$ couple them with strength 2. For $E=(1,0)$ the bare absorption is $1$. The local field is $AE=(-\tfrac13,-\tfrac{2i}{3})$, so the enhanced absorption is $\tfrac19-\tfrac49=-\tfrac13$. This is algebra at one frequency, not a stable device: if both channels are resonances of the form above with $\gamma=1$ and $V$ is constant, the polarisation grows without an applied field. Raising the energy of the absorbing channel by 6 gives a stable case, $X_0=\operatorname{diag}(1/(6-i),-i)$. The free polarisation then decays, yet the same coupling changes the absorption from $E=(1,0)$ from $\tfrac1{37}$ to $-\tfrac1{15}$. Densities with partial inversion therefore need the full calculation.

Hermiticity matters too. With $V=-2i$ and $X_0=i$ in one channel, $1-VX_0=-1$ and $X=-i$. This too is algebra at one frequency; with a constant $V$ of this size, a single resonance of the form above with $\gamma=1$ would be unstable. A non-Hermitian $V$ can stand for an effective interaction that can itself exchange energy with whatever has been eliminated from the model; a static, instantaneous Coulomb coupling does not.

## Reading the Lean statements

The finite type `n` labels the pair states, or any other finite basis. Fields are vectors `n → ℂ`, not necessarily normalised, and responses and interactions are complex square matrices. The adjoint is `ᴴ`, and `star E ⬝ᵥ X *ᵥ E` is $E^\dagger XE$. The imaginary part of that number is `absorption X E`, positive for absorption and negative for gain, which matches the time dependence $e^{-i\omega t}$ implied by the term $-i\gamma$ in the denominators above. `enhancement V X₀` is $A$ and `response V X₀` is $X$.

The hypothesis `V.IsHermitian` is the only property of the static interaction that the proofs use, and `IsUnit (1 - V * X₀)` says that the enhancement exists. The main theorem, `no_gain_from_static_coulomb`, assumes only Hermiticity and strictly positive bare absorption for every nonzero field; invertibility is part of its conclusion.

The matrix $X_0$ is arbitrary and belongs to one frequency and one fixed carrier distribution. Neither it nor $V$ is derived from a many-body Hamiltonian, and frequency-dependent screening and an infinite continuum of states lie beyond this model. For finite-basis linear-response simulations with a static Hermitian interaction, the result justifies dropping a density whose bare response absorbs from every nonzero field at each frequency of interest. At such a density it also gives a sign test for the code that computes the enhanced spectrum: the absorption must come out positive.

```lean
import Mathlib

open Matrix

namespace CoulombEnhancement

noncomputable section

variable {n : Type*} [Fintype n]

/-- The absorption `Im (E* X E)` of a linear response `X` from a field `E`,
up to a positive factor; negative values mean gain. -/
def absorption (X : Matrix n n ℂ) (E : n → ℂ) : ℝ :=
  (star E ⬝ᵥ X *ᵥ E).im

variable [DecidableEq n]

/-- The Coulomb enhancement factor `A = (1 - V X₀)⁻¹`, meaningful when `1 - V X₀`
is invertible. -/
def enhancement (V X₀ : Matrix n n ℂ) : Matrix n n ℂ :=
  (1 - V * X₀)⁻¹

/-- The Coulomb-enhanced response `X = X₀ (1 - V X₀)⁻¹`, meaningful when `1 - V X₀`
is invertible. -/
def response (V X₀ : Matrix n n ℂ) : Matrix n n ℂ :=
  X₀ * enhancement V X₀

/-- For a Hermitian interaction and invertible `1 - V X₀`, the anti-Hermitian part of the
response is transformed by congruence: `X - X* = A* (X₀ - X₀*) A`. -/
theorem response_sub_conjTranspose {V X₀ : Matrix n n ℂ} (hV : V.IsHermitian)
    (h : IsUnit (1 - V * X₀)) :
    response V X₀ - (response V X₀)ᴴ
      = (enhancement V X₀)ᴴ * (X₀ - X₀ᴴ) * enhancement V X₀ := by
  have hA : (1 - V * X₀) * enhancement V X₀ = 1 :=
    Matrix.mul_nonsing_inv _ ((Matrix.isUnit_iff_isUnit_det _).mp h)
  have hA' : (enhancement V X₀)ᴴ * (1 - X₀ᴴ * V) = 1 := by
    have h' := congrArg conjTranspose hA
    rwa [conjTranspose_mul, conjTranspose_sub, conjTranspose_mul, conjTranspose_one,
      hV.eq] at h'
  unfold response
  generalize enhancement V X₀ = A at *
  -- insert the two identities; the terms containing `V` then cancel
  calc X₀ * A - (X₀ * A)ᴴ
      = Aᴴ * (1 - X₀ᴴ * V) * (X₀ * A) - Aᴴ * X₀ᴴ * ((1 - V * X₀) * A) := by
        rw [hA', hA, one_mul, mul_one, conjTranspose_mul]
    _ = Aᴴ * (X₀ - X₀ᴴ) * A := by noncomm_ring

omit [DecidableEq n] in
/-- The quadratic form of `X - X*` in a field is `2i` times the absorption from that field. -/
theorem antiHermitian_form (X : Matrix n n ℂ) (E : n → ℂ) :
    star E ⬝ᵥ (X - Xᴴ) *ᵥ E = 2 * Complex.I * (absorption X E : ℂ) := by
  have h : star E ⬝ᵥ Xᴴ *ᵥ E = star (star E ⬝ᵥ X *ᵥ E) := by
    rw [← Matrix.star_dotProduct, Matrix.star_mulVec, Matrix.dotProduct_mulVec]
  rw [Matrix.sub_mulVec, dotProduct_sub, h]
  unfold absorption
  generalize star E ⬝ᵥ X *ᵥ E = z
  rw [Complex.star_def, Complex.sub_conj]
  push_cast
  ring

/-- For Hermitian `V` and invertible `1 - V X₀`, the enhanced response absorbs from `E`
exactly what the bare response absorbs from the local field `A E`. -/
theorem absorption_response {V X₀ : Matrix n n ℂ} (hV : V.IsHermitian)
    (h : IsUnit (1 - V * X₀)) (E : n → ℂ) :
    absorption (response V X₀) E = absorption X₀ (enhancement V X₀ *ᵥ E) := by
  have h1 := antiHermitian_form (response V X₀) E
  have h2 := antiHermitian_form X₀ (enhancement V X₀ *ᵥ E)
  rw [response_sub_conjTranspose hV h] at h1
  rw [Matrix.star_mulVec, ← Matrix.dotProduct_mulVec] at h2
  simp only [Matrix.mulVec_mulVec, ← Matrix.mul_assoc] at h2
  have h3 := mul_left_cancel₀ (mul_ne_zero two_ne_zero Complex.I_ne_zero)
    (h1.symm.trans h2)
  exact_mod_cast h3

/-- If `V` is Hermitian and the bare absorption vanishes for no nonzero field, then
`1 - V X₀` is invertible. -/
theorem isUnit_of_absorption_ne_zero {V X₀ : Matrix n n ℂ} (hV : V.IsHermitian)
    (hX : ∀ E, E ≠ 0 → absorption X₀ E ≠ 0) : IsUnit (1 - V * X₀) := by
  rw [Matrix.isUnit_iff_isUnit_det, isUnit_iff_ne_zero]
  intro hdet
  obtain ⟨v, hv, h0⟩ := Matrix.exists_mulVec_eq_zero_iff.mpr hdet
  apply hX v hv
  -- a self-sustained field satisfies `v = V X₀ v`
  have hv' : v = V *ᵥ (X₀ *ᵥ v) := by
    rw [Matrix.sub_mulVec, Matrix.one_mulVec, ← Matrix.mulVec_mulVec] at h0
    exact sub_eq_zero.mp h0
  -- hence `v* X₀ v` is real
  have hr : star v ⬝ᵥ X₀ *ᵥ v = star (star v ⬝ᵥ X₀ *ᵥ v) := by
    calc star v ⬝ᵥ X₀ *ᵥ v
        = star (V *ᵥ (X₀ *ᵥ v)) ⬝ᵥ (X₀ *ᵥ v) := by rw [← hv']
      _ = star (X₀ *ᵥ v) ⬝ᵥ (V *ᵥ (X₀ *ᵥ v)) := by
          rw [Matrix.star_mulVec V, hV.eq, ← Matrix.dotProduct_mulVec]
      _ = star (X₀ *ᵥ v) ⬝ᵥ v := by rw [← hv']
      _ = star (star v ⬝ᵥ X₀ *ᵥ v) := Matrix.star_dotProduct _ _
  have him := congrArg Complex.im hr
  rw [Complex.star_def, Complex.conj_im] at him
  unfold absorption
  linarith

/-- If the bare response absorbs from every nonzero field and the interaction is Hermitian,
then `1 - V X₀` is invertible and the enhanced response absorbs from every nonzero field. -/
theorem no_gain_from_static_coulomb {V X₀ : Matrix n n ℂ} (hV : V.IsHermitian)
    (hX : ∀ E, E ≠ 0 → 0 < absorption X₀ E) :
    IsUnit (1 - V * X₀) ∧ ∀ E, E ≠ 0 → 0 < absorption (response V X₀) E := by
  have h := isUnit_of_absorption_ne_zero hV fun E hE => (hX E hE).ne'
  refine ⟨h, fun E hE => ?_⟩
  rw [absorption_response hV h]
  apply hX
  -- the local field of a nonzero field is nonzero
  intro h0
  apply hE
  have hA : (1 - V * X₀) * enhancement V X₀ = 1 :=
    Matrix.mul_nonsing_inv _ ((Matrix.isUnit_iff_isUnit_det _).mp h)
  rw [← Matrix.one_mulVec E, ← hA, ← Matrix.mulVec_mulVec, h0, Matrix.mulVec_zero]

/-- For Hermitian `V` and invertible `1 - V X₀`, some field is amplified with the interaction
exactly when some field is amplified without it. -/
theorem exists_gain_iff {V X₀ : Matrix n n ℂ} (hV : V.IsHermitian)
    (h : IsUnit (1 - V * X₀)) :
    (∃ E, absorption (response V X₀) E < 0) ↔ ∃ E, absorption X₀ E < 0 := by
  constructor
  · rintro ⟨E, hE⟩
    exact ⟨enhancement V X₀ *ᵥ E, by rwa [← absorption_response hV h]⟩
  · rintro ⟨F, hF⟩
    -- choose the applied field whose local field is `F`
    have hA : enhancement V X₀ * (1 - V * X₀) = 1 :=
      Matrix.nonsing_inv_mul _ ((Matrix.isUnit_iff_isUnit_det _).mp h)
    refine ⟨(1 - V * X₀) *ᵥ F, ?_⟩
    rwa [absorption_response hV h, Matrix.mulVec_mulVec, hA, Matrix.one_mulVec]

/-- The interaction `-2i` times the identity, which is non-Hermitian when `n` is nonempty, turns the
response `i` times the identity into `-i` times the identity. -/
theorem nonHermitian_reverses_sign :
    response ((-2 * Complex.I) • (1 : Matrix n n ℂ)) (Complex.I • 1)
      = (-Complex.I) • (1 : Matrix n n ℂ) := by
  have h : (1 : Matrix n n ℂ) - ((-2 * Complex.I) • (1 : Matrix n n ℂ)) * (Complex.I • 1)
      = -1 := by
    rw [smul_mul_smul_comm, mul_one,
      show -2 * Complex.I * Complex.I = 2 by linear_combination (-2) * Complex.I_mul_I]
    module
  have hinv : (-1 : Matrix n n ℂ)⁻¹ = -1 := Matrix.inv_eq_right_inv (by simp)
  rw [response, enhancement, h, hinv]
  simp

/-- For the bare response `diag(i, -i)`, a Hermitian coupling of strength 2 between the two channels
changes the absorption from the field `(1, 0)` from `1` to `-1/3`. -/
theorem mixed_sign_gain :
    absorption !![Complex.I, 0; 0, -Complex.I] ![1, 0] = 1 ∧
    absorption (response !![0, 2; 2, 0] !![Complex.I, 0; 0, -Complex.I]) ![1, 0]
      = -1 / 3 := by
  have hA : enhancement !![0, 2; 2, 0] !![Complex.I, 0; 0, -Complex.I]
      = !![-1 / 3, 2 / 3 * Complex.I; -(2 / 3 * Complex.I), -1 / 3] := by
    apply Matrix.inv_eq_right_inv
    ext i j
    fin_cases i <;> fin_cases j <;>
      simp [Matrix.mul_apply, Fin.sum_univ_two, Complex.ext_iff] <;> norm_num
  constructor
  · simp [absorption, Matrix.mulVec, dotProduct, Fin.sum_univ_two]
  · rw [response, hA]
    norm_num [absorption, Matrix.mulVec, dotProduct, Fin.sum_univ_two, Matrix.mul_apply]

end

end CoulombEnhancement
```

```lean
#print axioms CoulombEnhancement.no_gain_from_static_coulomb
#print axioms CoulombEnhancement.exists_gain_iff
#print axioms CoulombEnhancement.nonHermitian_reverses_sign
#print axioms CoulombEnhancement.mixed_sign_gain
```

```
'CoulombEnhancement.no_gain_from_static_coulomb' depends on axioms: [propext, Classical.choice, Quot.sound]
'CoulombEnhancement.exists_gain_iff' depends on axioms: [propext, Classical.choice, Quot.sound]
'CoulombEnhancement.nonHermitian_reverses_sign' depends on axioms: [propext, Classical.choice, Quot.sound]
'CoulombEnhancement.mixed_sign_gain' depends on axioms: [propext, Classical.choice, Quot.sound]
```

## From the algebra to the Lean proof

`response_sub_conjTranspose` is the matrix identity. Its `hA` and `hA'` are the two identities for $A$, the second obtained by applying `conjTranspose` to the first and using `hV.eq`. The `calc` block inserts them, and `noncomm_ring` carries out the cancellation without commuting any matrices.

`antiHermitian_form` supplies the factor $2i$: its `h` is the conjugation rule for $E^\dagger X^\dagger E$, and `Complex.sub_conj` evaluates a number minus its conjugate. `absorption_response` applies this lemma to $X$ in the field $E$ and to $X_0$ in the field $AE$, links the two by the matrix identity, and cancels $2i$ with `mul_left_cancel₀`.

`isUnit_of_absorption_ne_zero` is the argument about the self-sustained field. A vanishing determinant yields the vector `v`, `hv'` states $v=VX_0v$, and the `calc` block for `hr` is the chain of equalities displayed above. Taking imaginary parts then gives zero absorption. This lemma needs only nonvanishing bare absorption, of either sign.

`no_gain_from_static_coulomb` combines these results: it obtains invertibility, rewrites the enhanced absorption as bare absorption from $AE$, and shows that $AE=0$ would force $E=0$. `exists_gain_iff` uses the two fields named earlier, $AE$ in one direction and $(1-VX_0)F$ in the other.

The last two theorems are the examples. `nonHermitian_reverses_sign` treats $V=-2i$ times the identity matrix for any finite `n`, computing $1-VX_0=-1$ and its inverse. `mixed_sign_gain` writes down the $2\times2$ inverse, verifies it entry by entry through `Matrix.inv_eq_right_inv`, and evaluates both absorptions.
